# At nonzero frequency, the quantum spectrum of a finite-level system is βw/(1 − exp(−βw)) times its Kubo spectrum

The spectrum of dipole fluctuations in equilibrium classical molecular dynamics is equally strong at $w$ and $-w$, whereas for a quantum system in thermal equilibrium at a finite positive temperature each absorption line at $w>0$ is stronger than its emission counterpart at $-w$. The Kubo-transformed spectrum shares the classical symmetry, and for finitely many levels the factor that turns it into the quantum spectrum can be computed exactly. Throughout, $\beta$ is the inverse temperature and $\hbar=1$.

```lean
import Mathlib

open Matrix

namespace KuboSpectrum

noncomputable section

variable {ι : Type*} [Fintype ι]

/-- The line spectrum at frequency `w`: squared dipole elements with a weight depending on the
initial and final energies, summed over all transitions with energy gap `w`. -/
def lineSpectrum (W : ℝ → ℝ → ℝ) (E : ι → ℝ) (M : Matrix ι ι ℂ) (w : ℝ) : ℝ :=
  ∑ m, ∑ n, if E n - E m = w then W (E m) (E n) * ‖M m n‖ ^ 2 else 0

/-- The Kubo weight of two energies: for nonzero `β`, the average of `exp (-(β - l) a - l b)` over
`l` between `0` and `β`. -/
def kuboWeight (β a b : ℝ) : ℝ :=
  (1 / β) * ∫ l in (0 : ℝ)..β, Real.exp (-(β - l) * a - l * b)

/-- The quantum spectrum, weighted by the Boltzmann factor of the initial level. -/
def quantumSpectrum (β : ℝ) (E : ι → ℝ) (M : Matrix ι ι ℂ) (w : ℝ) : ℝ :=
  lineSpectrum (fun a _ => Real.exp (-β * a)) E M w

/-- The Kubo-transformed spectrum. -/
def kuboSpectrum (β : ℝ) (E : ι → ℝ) (M : Matrix ι ι ℂ) (w : ℝ) : ℝ :=
  lineSpectrum (kuboWeight β) E M w

/-- The operator `exp (z H)` in the energy basis. -/
def propagator [DecidableEq ι] (E : ι → ℝ) (z : ℂ) : Matrix ι ι ℂ :=
  Matrix.diagonal fun m => Complex.exp (z * (E m : ℂ))

/-- The unnormalised Kubo correlation function of the dipole with the dipole at time `t`. -/
def kuboCorrelation [DecidableEq ι] (β : ℝ) (E : ι → ℝ) (M : Matrix ι ι ℂ) (t : ℝ) : ℂ :=
  (1 / (β : ℂ)) * ∫ l in (0 : ℝ)..β,
    Matrix.trace (propagator E (-((β : ℂ) - (l : ℂ))) * M * propagator E (-(l : ℂ)) *
      (propagator E (Complex.I * t) * M * propagator E (-(Complex.I * t))))

/-- The Kubo weight is symmetric in the two energies. -/
theorem kuboWeight_symm (β a b : ℝ) : kuboWeight β a b = kuboWeight β b a := by
  -- reflect imaginary time, l ↦ β - l
  have h := intervalIntegral.integral_comp_sub_left
    (a := 0) (b := β) (fun l : ℝ => Real.exp (-(β - l) * b - l * a)) β
  rw [sub_self, sub_zero] at h
  unfold kuboWeight
  rw [← h]
  congr 1
  apply intervalIntegral.integral_congr
  intro l _
  show Real.exp _ = Real.exp _
  congr 1
  ring

/-- The Kubo weight times `β` and the energy gap is the difference of the Boltzmann factors. -/
theorem kuboWeight_gap (β a b : ℝ) :
    β * (b - a) * kuboWeight β a b = Real.exp (-β * a) - Real.exp (-β * b) := by
  rcases eq_or_ne β 0 with rfl | hβ
  · simp
  have hd : ∀ l ∈ Set.uIcc 0 β, HasDerivAt (fun l : ℝ => -Real.exp (-(β - l) * a - l * b))
      ((b - a) * Real.exp (-(β - l) * a - l * b)) l := by
    intro l _
    have h1 : HasDerivAt (fun l : ℝ => -β * a + l * (a - b)) (1 * (a - b)) l :=
      ((hasDerivAt_id' l).mul_const (a - b)).const_add (-β * a)
    have h2 : (fun l : ℝ => -(β - l) * a - l * b) = fun l => -β * a + l * (a - b) := by
      funext x; ring
    have h3 : HasDerivAt (fun l : ℝ => -(β - l) * a - l * b) (1 * (a - b)) l := by
      rw [h2]; exact h1
    exact h3.exp.fun_neg.congr_deriv (by ring)
  have hi := intervalIntegral.integral_eq_sub_of_hasDerivAt hd
    (Continuous.intervalIntegrable (by fun_prop) _ _)
  rw [intervalIntegral.integral_const_mul] at hi
  have e1 : -(β - β) * a - β * b = -β * b := by ring
  have e2 : -(β - 0) * a - 0 * b = -β * a := by ring
  rw [e1, e2] at hi
  unfold kuboWeight
  calc _ = (β * (1 / β)) * ((b - a) * ∫ l in (0 : ℝ)..β,
        Real.exp (-(β - l) * a - l * b)) := by ring
    _ = _ := by rw [mul_one_div_cancel hβ, hi]; ring

/-- The Kubo weight lies between the geometric and the arithmetic mean of the two Boltzmann
factors. -/
theorem kuboWeight_bounds {β : ℝ} (hβ : 0 < β) (a b : ℝ) :
    Real.exp (-β * (a + b) / 2) ≤ kuboWeight β a b ∧
      kuboWeight β a b ≤ (Real.exp (-β * a) + Real.exp (-β * b)) / 2 := by
  have aff : ∀ p q : ℝ, ∫ l in (0 : ℝ)..β, (p + q * l) = p * β + q * β ^ 2 / 2 := by
    intro p q
    rw [intervalIntegral.integral_add (Continuous.intervalIntegrable (by fun_prop) _ _)
      (Continuous.intervalIntegrable (by fun_prop) _ _), intervalIntegral.integral_const,
      intervalIntegral.integral_const_mul, integral_id, smul_eq_mul]
    ring
  unfold kuboWeight
  rw [one_div, inv_mul_eq_div, le_div_iff₀ hβ, div_le_iff₀ hβ]
  constructor
  · -- the exponential lies above its tangent at the midpoint
    set c := Real.exp (-β * (a + b) / 2) with hc
    have h := aff (c * (1 - β / 2 * (a - b))) (c * (a - b))
    calc c * β = ∫ l in (0 : ℝ)..β, (c * (1 - β / 2 * (a - b)) + c * (a - b) * l) := by
          rw [h]; ring
      _ ≤ _ := by
          apply intervalIntegral.integral_mono_on hβ.le
            (Continuous.intervalIntegrable (by fun_prop) _ _)
            (Continuous.intervalIntegrable (by fun_prop) _ _)
          intro l _
          have e : -(β - l) * a - l * b = -β * (a + b) / 2 + (l - β / 2) * (a - b) := by ring
          rw [e, Real.exp_add, ← hc]
          have h1 := mul_le_mul_of_nonneg_left (Real.add_one_le_exp ((l - β / 2) * (a - b)))
            (Real.exp_pos (-β * (a + b) / 2)).le
          rw [← hc] at h1
          linarith
  · -- the exponential lies below its chord
    have h := aff (Real.exp (-β * a)) ((Real.exp (-β * b) - Real.exp (-β * a)) / β)
    calc _ ≤ ∫ l in (0 : ℝ)..β, (Real.exp (-β * a) +
            (Real.exp (-β * b) - Real.exp (-β * a)) / β * l) := by
          apply intervalIntegral.integral_mono_on hβ.le
            (Continuous.intervalIntegrable (by fun_prop) _ _)
            (Continuous.intervalIntegrable (by fun_prop) _ _)
          intro l hl
          have h0 : 0 ≤ l / β := div_nonneg hl.1 hβ.le
          have h1 : l / β ≤ 1 := (div_le_one hβ).2 hl.2
          have hx := convexOn_exp.2 (Set.mem_univ (-β * a)) (Set.mem_univ (-β * b))
            (sub_nonneg.2 h1) h0 (by ring)
          simp only [smul_eq_mul] at hx
          have e : (1 - l / β) * (-β * a) + l / β * (-β * b) = -(β - l) * a - l * b := by
            field_simp
            ring
          rw [e] at hx
          refine hx.trans (le_of_eq ?_)
          ring
      _ = _ := by
          rw [h]
          have e : ∀ x : ℝ, x / β * β ^ 2 = x * β := by intro x; field_simp
          rw [e]
          ring

/-- For a Hermitian dipole the Kubo spectrum is even in frequency. -/
theorem kuboSpectrum_even (β : ℝ) (E : ι → ℝ) {M : Matrix ι ι ℂ} (hM : M.IsHermitian)
    (w : ℝ) : kuboSpectrum β E M (-w) = kuboSpectrum β E M w := by
  unfold kuboSpectrum lineSpectrum
  rw [Finset.sum_comm]
  refine Finset.sum_congr rfl fun m _ => Finset.sum_congr rfl fun n _ => ?_
  have hn : ‖M n m‖ = ‖M m n‖ := by rw [← hM.apply n m, norm_star]
  have hc : (E m - E n = -w) ↔ (E n - E m = w) := by constructor <;> intro h <;> linarith
  simp only [hc, hn, kuboWeight_symm β (E n) (E m)]

/-- The quantum spectrum times `1 - exp (-β w)` equals `β w` times the Kubo spectrum. -/
theorem quantum_kubo_relation (β : ℝ) (E : ι → ℝ) (M : Matrix ι ι ℂ) (w : ℝ) :
    (1 - Real.exp (-β * w)) * quantumSpectrum β E M w = β * w * kuboSpectrum β E M w := by
  unfold quantumSpectrum kuboSpectrum lineSpectrum
  simp only [Finset.mul_sum]
  refine Finset.sum_congr rfl fun m _ => Finset.sum_congr rfl fun n _ => ?_
  split_ifs with h
  · subst h
    have e : Real.exp (-β * (E n - E m)) * Real.exp (-β * E m) = Real.exp (-β * E n) := by
      rw [← Real.exp_add]; congr 1; ring
    linear_combination (-‖M m n‖ ^ 2) * e - ‖M m n‖ ^ 2 * kuboWeight_gap β (E m) (E n)
  · simp

/-- Harmonic quantum correction: at nonzero frequency the quantum spectrum is the Kubo spectrum
times `β w / (1 - exp (-β w))`. -/
theorem harmonic_quantum_correction {β w : ℝ} (hβ : 0 < β) (hw : w ≠ 0) (E : ι → ℝ)
    (M : Matrix ι ι ℂ) :
    quantumSpectrum β E M w = β * w / (1 - Real.exp (-β * w)) * kuboSpectrum β E M w := by
  have hne : 1 - Real.exp (-β * w) ≠ 0 := by
    intro h
    have h1 : Real.exp (-β * w) = 1 := by linarith
    exact mul_ne_zero (neg_ne_zero.2 hβ.ne') hw ((Real.exp_eq_one_iff _).1 h1)
  rw [div_mul_eq_mul_div, eq_div_iff hne]
  linarith [quantum_kubo_relation β E M w]

/-- The Kubo spectrum lies between the quantum spectrum times `exp (-β w / 2)` and the quantum
spectrum times `(1 + exp (-β w)) / 2`. -/
theorem kuboSpectrum_bounds {β : ℝ} (hβ : 0 < β) (E : ι → ℝ) (M : Matrix ι ι ℂ) (w : ℝ) :
    Real.exp (-β * w / 2) * quantumSpectrum β E M w ≤ kuboSpectrum β E M w ∧
      kuboSpectrum β E M w ≤ (1 + Real.exp (-β * w)) / 2 * quantumSpectrum β E M w := by
  unfold quantumSpectrum kuboSpectrum lineSpectrum
  simp only [Finset.mul_sum]
  constructor <;> refine Finset.sum_le_sum fun m _ => Finset.sum_le_sum fun n _ => ?_
  · split_ifs with h
    · subst h
      rw [← mul_assoc, ← Real.exp_add]
      have e : -β * (E n - E m) / 2 + -β * E m = -β * (E m + E n) / 2 := by ring
      rw [e]
      exact mul_le_mul_of_nonneg_right (kuboWeight_bounds hβ _ _).1 (sq_nonneg _)
    · simp
  · split_ifs with h
    · subst h
      have e : Real.exp (-β * (E n - E m)) * Real.exp (-β * E m) = Real.exp (-β * E n) := by
        rw [← Real.exp_add]; congr 1; ring
      refine (mul_le_mul_of_nonneg_right (kuboWeight_bounds hβ (E m) (E n)).2
        (sq_nonneg ‖M m n‖)).trans (le_of_eq ?_)
      linear_combination (-‖M m n‖ ^ 2 / 2) * e
    · simp

/-- At zero frequency the Kubo and quantum spectra coincide. -/
theorem kuboSpectrum_zero {β : ℝ} (hβ : 0 < β) (E : ι → ℝ) (M : Matrix ι ι ℂ) :
    kuboSpectrum β E M 0 = quantumSpectrum β E M 0 := by
  have h := kuboSpectrum_bounds hβ E M 0
  norm_num at h
  exact le_antisymm h.2 h.1

/-- For a Hermitian dipole the Kubo correlation function is the sum over transition frequencies
of the Kubo spectrum times `exp (i w t)`. -/
theorem kuboCorrelation_eq_sum [DecidableEq ι] (β : ℝ) (E : ι → ℝ) {M : Matrix ι ι ℂ}
    (hM : M.IsHermitian) (t : ℝ) :
    kuboCorrelation β E M t =
      ∑ w ∈ Finset.univ.image (fun p : ι × ι => E p.2 - E p.1),
        (kuboSpectrum β E M w : ℂ) * Complex.exp (Complex.I * w * t) := by
  -- expand the trace in the energy basis
  have htr : ∀ l : ℝ, Matrix.trace (propagator E (-((β : ℂ) - (l : ℂ))) * M *
      propagator E (-(l : ℂ)) *
      (propagator E (Complex.I * t) * M * propagator E (-(Complex.I * t)))) =
      ∑ m, ∑ n, ((Real.exp (-(β - l) * E m - l * E n) : ℝ) : ℂ) *
        (((‖M m n‖ ^ 2 : ℝ) : ℂ) * Complex.exp (Complex.I * ((E n - E m : ℝ) : ℂ) * t)) := by
    intro l
    simp only [Matrix.trace, Matrix.diag_apply]
    refine Finset.sum_congr rfl fun m _ => ?_
    rw [Matrix.mul_apply]
    refine Finset.sum_congr rfl fun n _ => ?_
    simp only [propagator, Matrix.mul_diagonal, Matrix.diagonal_mul]
    have hN : M m n * M n m = ((‖M m n‖ ^ 2 : ℝ) : ℂ) := by
      rw [← hM.apply n m, Complex.star_def, Complex.mul_conj, Complex.normSq_eq_norm_sq]
    have he : Complex.exp (-((β : ℂ) - (l : ℂ)) * (E m : ℂ)) * Complex.exp (-(l : ℂ) * (E n : ℂ))
        * Complex.exp (Complex.I * t * (E n : ℂ)) * Complex.exp (-(Complex.I * t) * (E m : ℂ)) =
        ((Real.exp (-(β - l) * E m - l * E n) : ℝ) : ℂ) *
          Complex.exp (Complex.I * ((E n - E m : ℝ) : ℂ) * t) := by
      rw [Complex.ofReal_exp]
      simp only [← Complex.exp_add]
      congr 1
      push_cast
      ring
    rw [← hN]
    linear_combination (M m n * M n m) * he
  unfold kuboCorrelation kuboSpectrum lineSpectrum
  simp only [htr, Complex.ofReal_sum, Finset.sum_mul]
  rw [intervalIntegral.integral_finsetSum
    (fun m _ => Continuous.intervalIntegrable (by fun_prop) _ _), Finset.mul_sum,
    Finset.sum_comm]
  refine Finset.sum_congr rfl fun m _ => ?_
  rw [intervalIntegral.integral_finsetSum
    (fun n _ => Continuous.intervalIntegrable (by fun_prop) _ _), Finset.mul_sum,
    Finset.sum_comm]
  refine Finset.sum_congr rfl fun n _ => ?_
  -- each pair of levels contributes at exactly one frequency
  rw [Finset.sum_eq_single (E n - E m)]
  · rw [if_pos rfl, intervalIntegral.integral_mul_const, intervalIntegral.integral_ofReal]
    unfold kuboWeight
    push_cast
    ring
  · intro w _ hw
    rw [if_neg (Ne.symm hw), Complex.ofReal_zero, zero_mul]
  · intro h
    exact absurd (Finset.mem_image.2 ⟨(m, n), Finset.mem_univ _, rfl⟩) h

end

end KuboSpectrum
```

```lean
#print axioms KuboSpectrum.harmonic_quantum_correction
#print axioms KuboSpectrum.kuboSpectrum_bounds
#print axioms KuboSpectrum.kuboSpectrum_zero
#print axioms KuboSpectrum.kuboCorrelation_eq_sum
```

```
'KuboSpectrum.harmonic_quantum_correction' depends on axioms: [propext, Classical.choice, Quot.sound]
'KuboSpectrum.kuboSpectrum_bounds' depends on axioms: [propext, Classical.choice, Quot.sound]
'KuboSpectrum.kuboSpectrum_zero' depends on axioms: [propext, Classical.choice, Quot.sound]
'KuboSpectrum.kuboCorrelation_eq_sum' depends on axioms: [propext, Classical.choice, Quot.sound]
```

## Two weights for the same lines

Let $E_m$ be the energies, $M_{mn}$ the dipole matrix in the energy basis, $\beta$ the inverse temperature, and $\hbar=1$. A transition from $m$ to $n$ contributes at $w=E_n-E_m$, so $w>0$ means absorption. The two spectra are

$$I(w)=\sum_{E_n-E_m=w}e^{-\beta E_m}|M_{mn}|^2,\qquad I_K(w)=\sum_{E_n-E_m=w}K(E_m,E_n)|M_{mn}|^2,$$

$$K(a,b)=\frac1\beta\int_0^\beta e^{-(\beta-l)a-lb}\,dl.$$

In Lean, `lineSpectrum` is the common sum, with the weight as its argument `W`; `quantumSpectrum` is $I$ and `kuboSpectrum` is $I_K$. The energies `E : ι → ℝ` may be degenerate. Neither spectrum is divided by the partition function; dividing both by it leaves the relations between them unchanged.

## From the energy gap to the correction factor

The $l$-derivative of $-e^{-(\beta-l)a-lb}$ is $(b-a)e^{-(\beta-l)a-lb}$. Integrating from $0$ to $\beta$ gives

$$\beta(b-a)K(a,b)=e^{-\beta a}-e^{-\beta b}.$$

This is `kuboWeight_gap`, proved by the fundamental theorem of calculus. For a transition with $b-a=w$, the right side is $(1-e^{-\beta w})e^{-\beta a}$. Multiplying by $|M_{mn}|^2$ and summing yields `quantum_kubo_relation`:

$$(1-e^{-\beta w})I(w)=\beta w\,I_K(w).$$

The Lean proof compares the sums term by term, and `linear_combination` supplies the factor $|M_{mn}|^2$. The identity holds for every real $\beta$ and $w$ and every complex matrix $M$; at $\beta=0$, where Lean reads $1/\beta$ as $0$, it says only that $0=0$. A further factor $w$ gives the absorption form $w(1-e^{-\beta w})I(w)=\beta w^2I_K(w)$.

If $\beta>0$ and $w\neq0$, then $e^{-\beta w}\neq1$, and division gives `harmonic_quantum_correction`:

$$I(w)=\frac{\beta w}{1-e^{-\beta w}}\,I_K(w).$$

Despite the name, no harmonic potential is assumed. In simulations the factor is often applied to a classical spectrum standing in for $I_K$; that substitution is an approximation, and the theorem, which concerns discrete lines of a finite-level system, does not estimate its error.

## Symmetry, and what a one-way dipole does to it

Substituting $l\to\beta-l$ shows $K(a,b)=K(b,a)$, which is `kuboWeight_symm`. For Hermitian $M$, $|M_{nm}|=|M_{mn}|$, so exchanging $m$ and $n$ turns the sum at $-w$ into the sum at $w$. Hence $I_K(-w)=I_K(w)$, as `kuboSpectrum_even` states.

Hermiticity matters here. Take energies $0$ and $1$, $\beta>0$, and a matrix whose only nonzero entry is $M_{mn}=1$, with $m$ the lower level and $n$ the upper. Then $I_K(1)=(1-e^{-\beta})/\beta>0$, but $I_K(-1)=0$. This matrix is not Hermitian, so it does not represent a physical dipole.

The same exchange of levels, applied by hand to the Boltzmann weight, gives detailed balance for Hermitian $M$: $I(-w)=e^{-\beta w}I(w)$. This relation is not among the Lean theorems above.

## Bounds that settle zero frequency

The exponent in $K$ equals $-\beta(a+b)/2+(l-\beta/2)(a-b)$. Since $e^x\ge1+x$ and the linear term averages to zero, $K(a,b)\ge e^{-\beta(a+b)/2}$. Convexity bounds the integrand above by $(1-l/\beta)e^{-\beta a}+(l/\beta)e^{-\beta b}$, whose average is $(e^{-\beta a}+e^{-\beta b})/2$. These are the two halves of `kuboWeight_bounds`, for $\beta>0$. Setting $b=a+w$ and summing gives `kuboSpectrum_bounds`:

$$e^{-\beta w/2}I(w)\le I_K(w)\le\tfrac12(1+e^{-\beta w})I(w).$$

At $w=0$ both factors are $1$, so $I_K(0)=I(0)$, which is `kuboSpectrum_zero`.

## The correlation function behind the lines

With $H$ the diagonal Hamiltonian and $M(t)=e^{iHt}Me^{-iHt}$, `kuboCorrelation` is

$$C(t)=\frac1\beta\int_0^\beta\operatorname{Tr}\!\left[e^{-(\beta-l)H}Me^{-lH}M(t)\right]dl.$$

Expanding the trace gives terms

$$e^{-(\beta-l)E_m-lE_n}M_{mn}M_{nm}e^{i(E_n-E_m)t}.$$

For Hermitian $M$, $M_{mn}M_{nm}=|M_{mn}|^2$, and integrating over $l$ produces $K(E_m,E_n)$. Grouping pairs by their gap gives `kuboCorrelation_eq_sum`:

$$C(t)=\sum_wI_K(w)e^{iwt},$$

where $w$ runs once over each distinct transition frequency. In the proof, `Finset.sum_eq_single` assigns each pair to its one frequency.
